# Radial variance of hydrogenic states from the Kramers recursion

The radial moments $M_k=\langle r^k\rangle$ can enter as integrals over wavefunctions or as numbers constrained by a known relation. Here the general results take the second route: $M$ is any real-valued function on the integers that is normalised and obeys the Kramers recursion for a principal quantum number $n$ and an angular quantum number $l$. For a bound state of the Coulomb problem, that recursion follows from the radial Schrödinger equation by integration by parts. It is a hypothesis for general $(n,l)$, and is proved below for the states with $l=n-1$, called nodeless here because their radial function has no node at $r>0$; for $l>0$ the full orbital still has angular nodes.

The other route would define $M_k$ for every $l<n$ by integrals over associated Laguerre functions. The recursion would then be a theorem to prove for all these states, and the variance formula would hold for them without a hypothesis on $M$.

```lean
import Mathlib

open MeasureTheory Set

namespace HydrogenicRadialVariance

noncomputable section
```

Lengths are in atomic units, for a fixed point nucleus of unit charge. For each natural number $s$, the structure `KramersMoments n l M` requires $M_0=1$ and

$$\frac{s+1}{n^2}M_s-(2s+1)M_{s-1}+\frac s4\big[(2l+1)^2-s^2\big]M_{s-2}=0 .$$

```lean
/-- Radial moments `M k = ⟨r^k⟩` (atomic units, unit nuclear charge) that are normalised and
obey the Kramers recursion for the quantum numbers `n` and `l`. -/
structure KramersMoments (n l : ℕ) (M : ℤ → ℝ) : Prop where
  norm : M 0 = 1
  kramers : ∀ s : ℕ, ((s : ℝ) + 1) / (n : ℝ) ^ 2 * M (s : ℤ)
    - (2 * (s : ℝ) + 1) * M ((s : ℤ) - 1)
    + (s : ℝ) / 4 * ((2 * (l : ℝ) + 1) ^ 2 - (s : ℝ) ^ 2) * M ((s : ℤ) - 2) = 0
```

The quantity of interest is the variance $M_2-M_1^2$ of the electron's distance from the nucleus.

```lean
/-- The radial variance `⟨r²⟩ - ⟨r⟩²`. -/
def radialVariance (M : ℤ → ℝ) : ℝ := M 2 - M 1 ^ 2
```

For the explicit states, the reduced radial function ($r$ times the radial wavefunction) is $u_n(r)=r^ne^{-r/n}$. It solves the Coulomb radial equation with $l=n-1$ and energy $-1/(2n^2)$, as differentiating twice shows; this step is not part of the Lean development. It is unnormalised, so its moments are divided by $\int_0^\infty u_n^2\,dr$. The integrals converge for $n\ge1$ and $k\ge-2n$, which covers every moment used below; outside this range `circularMoment` is not an expectation value.

```lean
/-- The unnormalised reduced radial function `r^n exp(-r/n)` of the state with `l = n - 1`. -/
def circularRadial (n : ℕ) (r : ℝ) : ℝ := r ^ n * Real.exp (-r / n)

/-- The expectation value of `r^k` in the state with reduced radial function
`r^n exp(-r/n)`. -/
def circularMoment (n : ℕ) (k : ℤ) : ℝ :=
  (∫ r in Ioi (0 : ℝ), r ^ k * circularRadial n r ^ 2) /
    ∫ r in Ioi (0 : ℝ), circularRadial n r ^ 2
```

## (a) Mean inverse radius

Show that $M_{-1}=1/n^2$.

At $s=0$ the last term of the recursion vanishes, leaving $M_0/n^2-M_{-1}=0$. Normalisation gives the result. The Lean proof takes the same instance, `h.kramers 0`, and rearranges it with `linear_combination`.

```lean
/-- The mean inverse radius is `1/n²`. -/
theorem mean_inverse_radius {n l : ℕ} {M : ℤ → ℝ} (h : KramersMoments n l M) :
    M (-1) = 1 / (n : ℝ) ^ 2 := by
  have h0 : (((0 : ℕ) : ℝ) + 1) / (n : ℝ) ^ 2 * M 0 - (2 * ((0 : ℕ) : ℝ) + 1) * M (-1)
      + ((0 : ℕ) : ℝ) / 4 * ((2 * (l : ℝ) + 1) ^ 2 - ((0 : ℕ) : ℝ) ^ 2) * M (-2) = 0 :=
    h.kramers 0
  rw [h.norm, Nat.cast_zero] at h0
  linear_combination -h0
```

## (b) Mean radius

For $n>0$, show that $M_1=(3n^2-l(l+1))/2$.

Write $L=l(l+1)$. Since $[(2l+1)^2-1]/4=L$, the case $s=1$ reads

$$\frac{2}{n^2}M_1-3+\frac{L}{n^2}=0 .$$

Multiplying by $n^2/2$ gives the formula. In the code, `hi` supplies the cancellation $n^2\cdot(1/n^2)=1$.

```lean
/-- The mean radius is `(3n² - l(l+1))/2`. -/
theorem mean_radius {n l : ℕ} {M : ℤ → ℝ} (hn : 0 < n) (h : KramersMoments n l M) :
    M 1 = (3 * (n : ℝ) ^ 2 - l * (l + 1)) / 2 := by
  have hn' : (n : ℝ) ≠ 0 := by exact_mod_cast hn.ne'
  have hi : (n : ℝ) ^ 2 * (1 / (n : ℝ) ^ 2) = 1 := mul_one_div_cancel (pow_ne_zero 2 hn')
  have h1 : (((1 : ℕ) : ℝ) + 1) / (n : ℝ) ^ 2 * M 1 - (2 * ((1 : ℕ) : ℝ) + 1) * M 0
      + ((1 : ℕ) : ℝ) / 4 * ((2 * (l : ℝ) + 1) ^ 2 - ((1 : ℕ) : ℝ) ^ 2) * M (-1) = 0 :=
    h.kramers 1
  rw [h.norm, mean_inverse_radius h, Nat.cast_one] at h1
  linear_combination ((n : ℝ) ^ 2 / 2) * h1 - (M 1 + (l : ℝ) * (l + 1) / 2) * hi
```

## (c) Mean square radius

For $n>0$, show that $M_2=n^2(5n^2+1-3L)/2$.

At $s=2$ we have $(2l+1)^2-4=4L-3$, so

$$\frac{3}{n^2}M_2=5M_1-\frac{4L-3}{2}
=\frac{15n^2-5L-4L+3}{2}=\frac{3(5n^2+1-3L)}{2}.$$

Multiply by $n^2/3$. The final `linear_combination` carries out this step and substitutes part (b).

```lean
/-- The mean square radius is `n²(5n² + 1 - 3l(l+1))/2`. -/
theorem mean_square_radius {n l : ℕ} {M : ℤ → ℝ} (hn : 0 < n) (h : KramersMoments n l M) :
    M 2 = (n : ℝ) ^ 2 * (5 * (n : ℝ) ^ 2 + 1 - 3 * (l * (l + 1))) / 2 := by
  have hn' : (n : ℝ) ≠ 0 := by exact_mod_cast hn.ne'
  have hi : (n : ℝ) ^ 2 * (1 / (n : ℝ) ^ 2) = 1 := mul_one_div_cancel (pow_ne_zero 2 hn')
  have h2 : (((2 : ℕ) : ℝ) + 1) / (n : ℝ) ^ 2 * M 2 - (2 * ((2 : ℕ) : ℝ) + 1) * M 1
      + ((2 : ℕ) : ℝ) / 4 * ((2 * (l : ℝ) + 1) ^ 2 - ((2 : ℕ) : ℝ) ^ 2) * M 0 = 0 :=
    h.kramers 2
  rw [h.norm, Nat.cast_ofNat] at h2
  linear_combination ((n : ℝ) ^ 2 / 3) * h2 - M 2 * hi
    + (5 * (n : ℝ) ^ 2 / 3) * mean_radius hn h
```

## (d) The variance

For $n>0$, find $M_2-M_1^2$.

Putting both terms over 4,

$$\frac{2n^2(5n^2+1-3L)-(3n^2-L)^2}{4}
=\frac{n^4+2n^2-L^2}{4},$$

because the terms in $n^2L$ cancel. Lean rewrites with (b) and (c), and `ring` does the expansion.

For $n=2$, $l=0$, the moments are $M_1=6$ and $M_2=42$, so the variance is $42-36=6$. For $n=2$, $l=1$, they are $5$ and $30$, so it is $30-25=5$.

```lean
/-- The radial variance is `(n⁴ + 2n² - l²(l+1)²)/4`. -/
theorem radialVariance_eq {n l : ℕ} {M : ℤ → ℝ} (hn : 0 < n) (h : KramersMoments n l M) :
    radialVariance M
      = ((n : ℝ) ^ 4 + 2 * (n : ℝ) ^ 2 - (l : ℝ) ^ 2 * (l + 1) ^ 2) / 4 := by
  rw [radialVariance, mean_square_radius hn h, mean_radius hn h]
  ring
```

## (e) The lower bound

For $l<n$, show that the variance is at least $n^2(2n+1)/4$, with equality exactly when $l=n-1$.

The excess over the bound is

$$\frac{n^2(n-1)^2-L^2}{4}
=\frac{(n-1-l)(n+l)\,[n(n-1)+l(l+1)]}{4}.$$

Every factor is non-negative, which proves the inequality. If $l+1<n$, then $n\ge2$ and all three factors are positive, so the inequality is strict. If $l+1=n$, the first factor is zero.

The identity `hd` is this factorisation; the three branches after `refine` prove the inequality and the two directions of the equality condition. Lean states the condition as `l + 1 = n`, avoiding subtraction of natural numbers.

```lean
/-- For `l < n` the radial variance is at least `n²(2n+1)/4`, with equality exactly when
`l = n - 1`. -/
theorem radialVariance_lower_bound {n l : ℕ} {M : ℤ → ℝ} (hl : l < n)
    (h : KramersMoments n l M) :
    (n : ℝ) ^ 2 * (2 * n + 1) / 4 ≤ radialVariance M ∧
      (radialVariance M = (n : ℝ) ^ 2 * (2 * n + 1) / 4 ↔ l + 1 = n) := by
  have hV := radialVariance_eq (by omega) h
  have hl0 : (0 : ℝ) ≤ l := Nat.cast_nonneg l
  have hln : (l : ℝ) + 1 ≤ n := by exact_mod_cast hl
  -- the excess over the bound factorises
  have hd : radialVariance M - (n : ℝ) ^ 2 * (2 * n + 1) / 4
      = ((n : ℝ) - 1 - l) * (n + l) * (n * (n - 1) + l * (l + 1)) / 4 := by
    rw [hV]; ring
  have a1 : (0 : ℝ) ≤ n - 1 - l := by linarith
  have a2 : (0 : ℝ) < n + l := by linarith
  have a3 : (0 : ℝ) ≤ n * (n - 1) + l * (l + 1) :=
    add_nonneg (mul_nonneg (by linarith) (by linarith)) (mul_nonneg hl0 (by linarith))
  refine ⟨?_, ?_, ?_⟩
  · have := mul_nonneg (mul_nonneg a1 a2.le) a3
    linarith
  · intro he
    by_contra hne
    have hlt : (l : ℝ) + 1 < n := by exact_mod_cast lt_of_le_of_ne hl hne
    have b1 : (0 : ℝ) < n - 1 - l := by linarith
    have b3 : (0 : ℝ) < n * (n - 1) + l * (l + 1) :=
      add_pos_of_pos_of_nonneg (mul_pos (by linarith) (by linarith))
        (mul_nonneg hl0 (by linarith))
    have := mul_pos (mul_pos b1 a2) b3
    linarith
  · intro he
    have he' : (n : ℝ) = l + 1 := by exact_mod_cast he.symm
    rw [hV, he']; ring
```

## (f) The upper bound

For $n>0$, show that the variance is at most $n^2(n^2+2)/4$, with equality exactly when $l=0$.

By (d), the variance falls short of this value by $l^2(l+1)^2/4$. This is non-negative, and zero only for $l=0$. The tactic `positivity` supplies the signs.

Thus, at fixed $n$ in the non-relativistic one-electron atom, the radial variance is largest for $l=0$ and smallest for $l=n-1$. For $n=1$ the two cases coincide, and both bounds equal $3/4$.

```lean
/-- The radial variance is at most `n²(n²+2)/4`, with equality exactly when `l = 0`. -/
theorem radialVariance_upper_bound {n l : ℕ} {M : ℤ → ℝ} (hn : 0 < n)
    (h : KramersMoments n l M) :
    radialVariance M ≤ (n : ℝ) ^ 2 * ((n : ℝ) ^ 2 + 2) / 4 ∧
      (radialVariance M = (n : ℝ) ^ 2 * ((n : ℝ) ^ 2 + 2) / 4 ↔ l = 0) := by
  have hV := radialVariance_eq hn h
  refine ⟨?_, ?_, ?_⟩
  · have : (0 : ℝ) ≤ (l : ℝ) ^ 2 * (l + 1) ^ 2 := by positivity
    rw [hV]; linarith
  · intro he
    by_contra hne
    have hp : (0 : ℝ) < l := by exact_mod_cast Nat.pos_of_ne_zero hne
    have : (0 : ℝ) < (l : ℝ) ^ 2 * (l + 1) ^ 2 := by positivity
    rw [hV] at he; linarith
  · intro he
    rw [hV, he, Nat.cast_zero]; ring
```

## (g) Integrals for the nodeless states

Let $n>0$ and let $j=2n+k$ be a natural number. Evaluate $\int_0^\infty r^k u_n(r)^2\,dr$.

The integrand is $r^je^{-2r/n}$. With $x=2r/n$,

$$\int_0^\infty r^je^{-2r/n}\,dr
=\left(\frac n2\right)^{j+1}\int_0^\infty x^je^{-x}\,dx
=j!\left(\frac n2\right)^{j+1}.$$

Lean uses Mathlib's Gamma integral, then `setIntegral_congr_fun` to match the integrands on the half-line.

```lean
/-- The integral of `r^k` against the squared radial function `r^n exp(-r/n)` is
`j! (n/2)^(j+1)` with `j = 2n + k`. -/
theorem integral_circular {n : ℕ} (hn : 0 < n) (j : ℕ) (k : ℤ) (hk : (j : ℤ) = 2 * n + k) :
    ∫ r in Ioi (0 : ℝ), r ^ k * circularRadial n r ^ 2
      = (Nat.factorial j : ℝ) * ((n : ℝ) / 2) ^ (j + 1) := by
  have hn' : (0 : ℝ) < n := by exact_mod_cast hn
  have h := Real.integral_rpow_mul_exp_neg_mul_Ioi (a := (j : ℝ) + 1) (r := 2 / (n : ℝ))
    (by positivity) (by positivity)
  have hj : (1 / (2 / (n : ℝ))) ^ ((j : ℝ) + 1) = ((n : ℝ) / 2) ^ (j + 1) := by
    rw [one_div_div, ← Real.rpow_natCast, Nat.cast_add, Nat.cast_one]
  rw [Real.Gamma_nat_eq_factorial, hj, mul_comm] at h
  rw [← h]
  -- the integrands agree on the half-line
  refine setIntegral_congr_fun measurableSet_Ioi (fun r hr => ?_)
  have hr' : (0 : ℝ) < r := hr
  have e1 : r ^ ((j : ℝ) + 1 - 1) = r ^ k * r ^ (2 * n) := by
    rw [add_sub_cancel_right, Real.rpow_natCast, ← zpow_natCast r j, hk,
      ← zpow_natCast r (2 * n), ← zpow_add₀ hr'.ne']
    congr 1
    push_cast
    ring
  have e2 : Real.exp (-(2 / (n : ℝ) * r)) = Real.exp (-r / n) ^ 2 := by
    rw [← Real.exp_nat_mul]
    congr 1
    push_cast
    ring
  simp only [circularRadial]
  rw [e1, e2]
  ring
```

## (h) The recursion for the nodeless states

Show that the moments of $u_{l+1}$ satisfy `KramersMoments` with $n=l+1$.

By (g) the normalising integral is positive, so $M_0=1$. For the recursion, set $C=M_{s-2}$ and $b=2l+s+1$. Part (g) gives

$$M_{s-1}=b\,\frac n2\,C,\qquad M_s=(b+1)b\,\frac{n^2}{4}\,C .$$

Since $(2l+1)^2-s^2=b(2l+1-s)$, the left side of the recursion is $Cb/4$ times

$$(s+1)(2l+s+2)-2(2s+1)(l+1)+s(2l+1-s)=0 .$$

In the code, `I0`, `I1` and `I2` are the three integrals, `f1` and `f2` relate their factorials, and `key` is the algebraic cancellation.

```lean
/-- The moments of the explicit radial function `r^(l+1) exp(-r/(l+1))` are normalised and obey
the Kramers recursion with `n = l + 1`. -/
theorem kramersMoments_witness (l : ℕ) :
    KramersMoments (l + 1) l (circularMoment (l + 1)) := by
  have hL : ((l + 1 : ℕ) : ℝ) = (l : ℝ) + 1 := Nat.cast_succ l
  refine ⟨?_, fun s => ?_⟩
  · have hI := integral_circular (Nat.succ_pos l) (2 * (l + 1)) 0 (by push_cast; ring)
    simp only [zpow_zero, one_mul] at hI
    simp only [circularMoment, zpow_zero, one_mul]
    refine div_self ?_
    rw [hI]
    positivity
  · have I0 := integral_circular (Nat.succ_pos l) (2 * l + s) ((s : ℤ) - 2)
      (by push_cast; ring)
    have I1 := integral_circular (Nat.succ_pos l) (2 * l + s + 1) ((s : ℤ) - 1)
      (by push_cast; ring)
    have I2 := integral_circular (Nat.succ_pos l) (2 * l + s + 1 + 1) (s : ℤ)
      (by push_cast; ring)
    -- three consecutive Gamma integrals share a common factor
    have key : ∀ a t F P : ℝ, a + 1 ≠ 0 →
        (t + 1) / (a + 1) ^ 2 * ((2 * a + t + 1 + 1) * ((2 * a + t + 1) * F)
          * (P * ((a + 1) / 2) * ((a + 1) / 2)))
        - (2 * t + 1) * ((2 * a + t + 1) * F * (P * ((a + 1) / 2)))
        + t / 4 * ((2 * a + 1) ^ 2 - t ^ 2) * (F * P) = 0 := by
      intro a t F P ha
      field_simp
      ring
    have hk := key l s (Nat.factorial (2 * l + s)) (((l : ℝ) + 1) / 2 * 1 *
      (((l : ℝ) + 1) / 2) ^ (2 * l + s)) (by positivity)
    have f1 : (Nat.factorial (2 * l + s + 1) : ℝ)
        = (2 * (l : ℝ) + s + 1) * Nat.factorial (2 * l + s) := by
      rw [Nat.factorial_succ]; push_cast; ring
    have f2 : (Nat.factorial (2 * l + s + 1 + 1) : ℝ)
        = (2 * (l : ℝ) + s + 1 + 1) * Nat.factorial (2 * l + s + 1) := by
      rw [Nat.factorial_succ (2 * l + s + 1)]; push_cast; ring
    simp only [circularMoment]
    rw [I0, I1, I2, f2, f1, hL]
    generalize (∫ r in Ioi (0 : ℝ), circularRadial (l + 1) r ^ 2) = N
    generalize (Nat.factorial (2 * l + s) : ℝ) = F at hk ⊢
    simp only [pow_succ _ (2 * l + s + 1 + 1), pow_succ _ (2 * l + s + 1),
      pow_succ _ (2 * l + s)]
    generalize (((l : ℝ) + 1) / 2) ^ (2 * l + s) = P at hk ⊢
    linear_combination hk / N
```

## (i) Variance of the nodeless states

Find the variance for $u_{l+1}$.

Part (h) allows (d) to be used with $n=l+1$:

$$\frac{n^4+2n^2-n^2(n-1)^2}{4}=\frac{n^2(2n+1)}{4}
=\frac{(l+1)^2(2l+3)}{4}.$$

The lower bound in (e) is therefore attained by an explicit wavefunction for every $n\ge1$. Lean combines `radialVariance_eq` with `kramersMoments_witness` and simplifies.

```lean
/-- The state with radial function `r^(l+1) exp(-r/(l+1))` has radial variance
`(l+1)²(2l+3)/4`. -/
theorem circular_radialVariance (l : ℕ) :
    radialVariance (circularMoment (l + 1)) = ((l : ℝ) + 1) ^ 2 * (2 * l + 3) / 4 := by
  rw [radialVariance_eq (Nat.succ_pos l) (kramersMoments_witness l)]
  push_cast
  ring

end

end HydrogenicRadialVariance
```

```lean
#print axioms HydrogenicRadialVariance.radialVariance_lower_bound
#print axioms HydrogenicRadialVariance.radialVariance_upper_bound
#print axioms HydrogenicRadialVariance.circular_radialVariance
```

```
'HydrogenicRadialVariance.radialVariance_lower_bound' depends on axioms: [propext, Classical.choice, Quot.sound]
'HydrogenicRadialVariance.radialVariance_upper_bound' depends on axioms: [propext, Classical.choice, Quot.sound]
'HydrogenicRadialVariance.circular_radialVariance' depends on axioms: [propext, Classical.choice, Quot.sound]
```
